# Two secular ENDOR lines of a spin-1/2 pair: mean and separation for weak and strong hyperfine coupling

## Same two lines, two different couplings?

To get a hyperfine coupling from an ENDOR (electron nuclear double resonance) spectrum, I pick the two lines that belong to one nucleus and subtract their frequencies. With lines at 5 and 25 MHz and a nuclear frequency of 15 MHz, this gives a coupling of 20 MHz, and the lines sit evenly around 15 MHz as they should.

But suppose the nuclear frequency is 10 MHz and the coupling is 30 MHz. I then also find lines at 5 and 25 MHz, and their separation is not the coupling at all. How do I know which reading applies, and can the two positions ever tell me the sign of the coupling?

## The nuclear frequency decides, and the sign stays hidden

Compare the nuclear frequency with the mean of the two lines and with half their separation. If it equals the mean, the separation is the magnitude of the coupling. If it equals half the separation, the magnitude of the coupling is twice the mean. The sign can't be read from the positions, because reversing it only exchanges the two lines. All this holds for one electron spin 1/2 and one nuclear spin 1/2 with a secular coupling.

### Levels and line positions

Let \(w\) be the electron frequency, \(v\) the nuclear frequency and \(A\) the hyperfine coupling, all in the same frequency units. Textbooks usually write \(\nu_e\) and \(\nu_I\) or \(\nu_n\) for the first two. The secular Hamiltonian is

\[
H = w S_z - v I_z + A S_z I_z .
\]

It contains only \(z\) components, so the product states with quantum numbers \(m_S, m_I = \pm\tfrac12\) are eigenstates, with energies

\[
E(m_S,m_I) = w m_S - v m_I + A m_S m_I .
\]

An ENDOR transition flips the nuclear spin and leaves the electron spin alone. The level difference is

\[
E(m_S,\tfrac12)-E(m_S,-\tfrac12) = -v + A m_S ,
\]

and the electron frequency has cancelled. The two line positions are therefore

\[
f_\uparrow = |v-A/2|, \qquad f_\downarrow = |v+A/2| .
\]

**Weak coupling, \(|A|\le 2v\).** Here \(-2v\le A\le 2v\), so both \(v-A/2\) and \(v+A/2\) are non-negative and the absolute value signs can be removed. The sum is \(2v\) and the difference \(f_\uparrow-f_\downarrow\) is \(-A\). The mean is \(v\) and the separation \(|A|\).

**Strong coupling, \(|A|\ge 2v\) with \(v\ge 0\).** If \(A\ge0\), then \(v-A/2\le0\), so \(f_\uparrow=A/2-v\) and \(f_\downarrow=A/2+v\). If \(A\le0\), then \(v+A/2\le0\), so \(f_\uparrow=v-A/2\) and \(f_\downarrow=-v-A/2\). In both cases the mean is \(|A|/2\) and the separation \(2v\).

At \(|A|=2v\) the two descriptions agree: the lines are at 0 and \(2v\).

Replacing \(A\) by \(-A\) turns \(f_\uparrow\) into \(f_\downarrow\) and the reverse, so the pair is the same. For \(v\ge0\) it can be written as \(|v-|A|/2|\) and \(v+|A|/2\), which is symmetric in \(v\) and \(|A|/2\). That symmetry is the source of your puzzle: \((v,|A|/2)\) is \((15,10)\) MHz in your first case and \((10,15)\) MHz in your second.

### No further ambiguity

Suppose that \((v,A)\) and \((v',A')\), with \(v,v'>0\), give the same pair. The squares of the two frequencies have the sum \(2v^2+A^2/2\), and their difference is \(2vA\) up to a sign that depends on the order. Hence

\[
v^2+\frac{A^2}{4}=v'^2+\frac{A'^2}{4}, \qquad (vA)^2=(v'A')^2 .
\]

Expand the following product and insert first the second equation, then the first:

\[
(v^2-v'^2)\left(v^2-\frac{A'^2}{4}\right)
= v^4 - v^2\left(v'^2+\frac{A'^2}{4}\right)+\frac{v^2A^2}{4}
= v^4 - v^2\left(v^2+\frac{A^2}{4}\right)+\frac{v^2A^2}{4} = 0 .
\]

If the first factor vanishes, then \(v=v'\) and \(|A|=|A'|\). If the second vanishes, then \(|A'|=2v\), and the equation for the sums leaves \(|A|=2v'\). This is the exchange seen in your numbers, and there is no third possibility.

### From a spectrum to \(|A|\)

Let the measured lines be \(f_1\le f_2\). The static field and the nuclear g factor give \(v\). In your example the mean is 15 MHz and half the separation is 10 MHz. For a nucleus with \(v=15\) MHz you take \(|A|=f_2-f_1=20\) MHz, and for one with \(v=10\) MHz you take \(|A|=f_1+f_2=30\) MHz. If the nucleus has not been identified, both assignments fit these two positions.

The magnitude found this way can be compared with a coupling from an electronic-structure calculation, but in this secular two-spin model the line positions offer no check on the calculated sign.

### What the Lean definitions and theorems say

`spinZ` is the matrix of \(S_z\) or \(I_z\) in units of \(\hbar\), and `m` lists the quantum numbers, with index 0 for spin up and index 1 for spin down. `hamiltonian w v A` is the 4 × 4 matrix of \(H\), built from Kronecker products with the electron as the first factor. The minus sign before `v` makes nuclear spin up the lower state for \(v>0\) when there is no coupling.

`level w v A i j` is the energy for electron state `i` and nuclear state `j`. The theorem `hamiltonian_eq_diagonal` says that \(H\) is diagonal with exactly these entries, so the levels are derived from the Hamiltonian. `endorFreq w v A i` is the distance between the two levels with electron state `i`. The selection rule, a nuclear flip at fixed electron spin, enters through this definition.

`endorPair` collects the two frequencies in a `Sym2 ℝ`, an unordered pair in which both entries may be equal. This suits a spectrum, where a line carries no label for the electron state that it came from.

The remaining theorems read as follows.

- `endorFreq_eq` gives \(|v-A/2|\) for electron spin up and \(|v+A/2|\) for electron spin down.
- `weak_coupling` and `strong_coupling` give the mean and the separation in the two regimes. Both include the boundary \(|A|=2v\).
- `endorPair_neg` says that \(A\) and \(-A\) give the same pair, for any real \(v\).
- `endorPair_eq` gives the form of the pair in \(|A|\), for \(v\ge0\).
- `endorPair_eq_iff` says that, for positive \(v\) and \(v'\), two parameter sets give the same pair exactly when \(v\) and \(|A|\) agree or when \(v\) and \(|A|/2\) have exchanged values. The electron frequencies `w` and `w'` may differ.

The condition \(v\ge0\) in `strong_coupling` is needed because a separation can't be negative. With \(v=-1\) and \(A=0\), the inequality \(2v\le|A|\) holds, yet both lines are at 1: their mean is 1 instead of 0, and their separation is 0 instead of \(-2\). For a nucleus whose g factor makes \(v\) negative, use \(|v|\), since changing the sign of \(v\) also only exchanges the two lines.

Besides keeping only two spins, the model simplifies a real sample by replacing the full hyperfine interaction with \(A S_z I_z\). This discards the terms that flip the electron spin, which is a high-field approximation, and the terms \(S_z I_x\) and \(S_z I_y\), which an anisotropic coupling produces at general orientations. Where these matter, the lines shift away from the positions given here.

```lean
import Mathlib

open Matrix
open scoped Kronecker

namespace EndorFrequencies

noncomputable section

/-- The matrix of the z component of a spin 1/2, in units of ħ. -/
def spinZ : Matrix (Fin 2) (Fin 2) ℂ := !![1/2, 0; 0, -1/2]

/-- The magnetic quantum number of a spin 1/2: index 0 is spin up, index 1 is spin down. -/
def m : Fin 2 → ℝ := ![1/2, -1/2]

/-- The secular Hamiltonian `w S_z - v I_z + A S_z I_z`, in frequency units, of an electron
spin 1/2 (first factor) coupled to a nuclear spin 1/2 (second factor). -/
def hamiltonian (w v A : ℝ) : Matrix (Fin 2 × Fin 2) (Fin 2 × Fin 2) ℂ :=
  (w : ℂ) • (spinZ ⊗ₖ (1 : Matrix (Fin 2) (Fin 2) ℂ))
    - (v : ℂ) • ((1 : Matrix (Fin 2) (Fin 2) ℂ) ⊗ₖ spinZ)
    + (A : ℂ) • (spinZ ⊗ₖ spinZ)

/-- The energy, in frequency units, assigned to electron state `i` and nuclear state `j`. -/
def level (w v A : ℝ) (i j : Fin 2) : ℝ :=
  w * m i - v * m j + A * (m i * m j)

/-- The ENDOR frequency in electron state `i`: the distance between the two levels that
differ by a flip of the nuclear spin. -/
def endorFreq (w v A : ℝ) (i : Fin 2) : ℝ :=
  |level w v A i 0 - level w v A i 1|

/-- The ENDOR spectrum as an unordered pair of frequencies, one from each electron state. -/
def endorPair (w v A : ℝ) : Sym2 ℝ :=
  s(endorFreq w v A 0, endorFreq w v A 1)

/-- The secular Hamiltonian is diagonal in the product basis, and its diagonal entries are
the energies `level`. -/
theorem hamiltonian_eq_diagonal (w v A : ℝ) :
    hamiltonian w v A = Matrix.diagonal (fun p => (level w v A p.1 p.2 : ℂ)) := by
  ext ⟨i, j⟩ ⟨k, l⟩
  fin_cases i <;> fin_cases j <;> fin_cases k <;> fin_cases l <;>
    simp [hamiltonian, level, spinZ, m, Matrix.kroneckerMap_apply]

/-- The ENDOR frequency is `|v - A/2|` for electron spin up and `|v + A/2|` for electron
spin down. -/
theorem endorFreq_eq (w v A : ℝ) :
    endorFreq w v A 0 = |v - A / 2| ∧ endorFreq w v A 1 = |v + A / 2| := by
  have h0 : level w v A 0 0 - level w v A 0 1 = -(v - A / 2) := by
    simp only [level, m, Matrix.cons_val_zero, Matrix.cons_val_one]
    ring
  have h1 : level w v A 1 0 - level w v A 1 1 = -(v + A / 2) := by
    simp only [level, m, Matrix.cons_val_zero, Matrix.cons_val_one]
    ring
  constructor
  · rw [endorFreq, h0, abs_neg]
  · rw [endorFreq, h1, abs_neg]

/-- Weak coupling, `|A| ≤ 2v`: the two ENDOR frequencies have mean `v` and
separation `|A|`. -/
theorem weak_coupling (w v A : ℝ) (hA : |A| ≤ 2 * v) :
    (endorFreq w v A 0 + endorFreq w v A 1) / 2 = v ∧
      |endorFreq w v A 0 - endorFreq w v A 1| = |A| := by
  obtain ⟨h1, h2⟩ := abs_le.mp hA
  -- both arguments of the absolute values are nonnegative
  rw [(endorFreq_eq w v A).1, (endorFreq_eq w v A).2,
    abs_of_nonneg (show 0 ≤ v - A / 2 by linarith),
    abs_of_nonneg (show 0 ≤ v + A / 2 by linarith)]
  refine ⟨by ring, ?_⟩
  rw [show v - A / 2 - (v + A / 2) = -A by ring, abs_neg]

/-- Strong coupling, `2v ≤ |A|` with `v ≥ 0`: the two ENDOR frequencies have mean `|A|/2`
and separation `2v`. -/
theorem strong_coupling (w v A : ℝ) (hv : 0 ≤ v) (hA : 2 * v ≤ |A|) :
    (endorFreq w v A 0 + endorFreq w v A 1) / 2 = |A| / 2 ∧
      |endorFreq w v A 0 - endorFreq w v A 1| = 2 * v := by
  rw [(endorFreq_eq w v A).1, (endorFreq_eq w v A).2]
  -- one argument is nonpositive and the other nonnegative; the sign of `A` decides which
  rcases le_total 0 A with h | h
  · rw [abs_of_nonneg h] at hA ⊢
    rw [abs_of_nonpos (show v - A / 2 ≤ 0 by linarith),
      abs_of_nonneg (show 0 ≤ v + A / 2 by linarith)]
    refine ⟨by ring, ?_⟩
    rw [show -(v - A / 2) - (v + A / 2) = -(2 * v) by ring, abs_neg,
      abs_of_nonneg (by linarith)]
  · rw [abs_of_nonpos h] at hA ⊢
    rw [abs_of_nonneg (show 0 ≤ v - A / 2 by linarith),
      abs_of_nonpos (show v + A / 2 ≤ 0 by linarith)]
    refine ⟨by ring, ?_⟩
    rw [show v - A / 2 - -(v + A / 2) = 2 * v by ring, abs_of_nonneg (by linarith)]

/-- Reversing the sign of the hyperfine coupling leaves the pair of ENDOR frequencies
unchanged. -/
theorem endorPair_neg (w v A : ℝ) : endorPair w v (-A) = endorPair w v A := by
  rw [endorPair, endorPair, (endorFreq_eq w v (-A)).1, (endorFreq_eq w v (-A)).2,
    (endorFreq_eq w v A).1, (endorFreq_eq w v A).2,
    show v - -A / 2 = v + A / 2 by ring, show v + -A / 2 = v - A / 2 by ring]
  exact Sym2.eq_swap

/-- For `v ≥ 0` the ENDOR pair consists of the frequencies `|v - |A|/2|` and
`v + |A|/2`. -/
theorem endorPair_eq (w v A : ℝ) (hv : 0 ≤ v) :
    endorPair w v A = s(|v - |A| / 2|, v + |A| / 2) := by
  -- the sign of `A` may be chosen at will
  have key : ∀ B : ℝ, 0 ≤ B → endorPair w v B = s(|v - B / 2|, v + B / 2) := by
    intro B hB
    rw [endorPair, (endorFreq_eq w v B).1, (endorFreq_eq w v B).2,
      abs_of_nonneg (show 0 ≤ v + B / 2 by linarith)]
  rcases le_total 0 A with h | h
  · rw [abs_of_nonneg h]
    exact key A h
  · rw [abs_of_nonpos h, ← endorPair_neg]
    exact key (-A) (by linarith)

/-- For positive nuclear frequencies, two parameter sets give the same ENDOR pair exactly
when they agree in `v` and `|A|`, or when `v` and `|A|/2` have exchanged their values. -/
theorem endorPair_eq_iff (w w' v v' A A' : ℝ) (hv : 0 < v) (hv' : 0 < v') :
    endorPair w v A = endorPair w' v' A' ↔
      (v = v' ∧ |A| = |A'|) ∨ (|A| = 2 * v' ∧ |A'| = 2 * v) := by
  constructor
  · intro h
    rw [endorPair, endorPair, (endorFreq_eq w v A).1, (endorFreq_eq w v A).2,
      (endorFreq_eq w' v' A').1, (endorFreq_eq w' v' A').2, Sym2.eq_iff] at h
    -- the pair fixes `v² + A²/4` and `(v A)²`
    have hsp : v ^ 2 + A ^ 2 / 4 = v' ^ 2 + A' ^ 2 / 4 ∧ (v * A) ^ 2 = (v' * A') ^ 2 := by
      rcases h with ⟨p, q⟩ | ⟨p, q⟩
      · have p2 := (sq_eq_sq_iff_abs_eq_abs _ _).mpr p
        have q2 := (sq_eq_sq_iff_abs_eq_abs _ _).mpr q
        have e : v * A = v' * A' := by linear_combination (q2 - p2) / 2
        exact ⟨by linear_combination (p2 + q2) / 2, by rw [e]⟩
      · have p2 := (sq_eq_sq_iff_abs_eq_abs _ _).mpr p
        have q2 := (sq_eq_sq_iff_abs_eq_abs _ _).mpr q
        have e : v * A = -(v' * A') := by linear_combination (q2 - p2) / 2
        exact ⟨by linear_combination (p2 + q2) / 2, by rw [e, neg_sq]⟩
    obtain ⟨hs, hp⟩ := hsp
    -- hence `v²` equals `v'²` or `A'²/4`
    have hf : (v ^ 2 - v' ^ 2) * (v ^ 2 - A' ^ 2 / 4) = 0 := by
      linear_combination v ^ 2 * hs - hp / 4
    rcases mul_eq_zero.mp hf with h1 | h1
    · left
      exact ⟨(sq_eq_sq₀ hv.le hv'.le).mp (by linarith),
        (sq_eq_sq_iff_abs_eq_abs _ _).mp (by linarith)⟩
    · right
      have a1 : |A| = |2 * v'| :=
        (sq_eq_sq_iff_abs_eq_abs _ _).mp (by linear_combination 4 * hs - 4 * h1)
      have a2 : |A'| = |2 * v| :=
        (sq_eq_sq_iff_abs_eq_abs _ _).mp (by linear_combination -4 * h1)
      rw [abs_of_pos (show 0 < 2 * v' by linarith)] at a1
      rw [abs_of_pos (show 0 < 2 * v by linarith)] at a2
      exact ⟨a1, a2⟩
  · intro h
    rw [endorPair_eq w v A hv.le, endorPair_eq w' v' A' hv'.le]
    rcases h with ⟨h1, h2⟩ | ⟨h1, h2⟩
    · rw [h1, h2]
    · rw [h1, h2, show 2 * v' / 2 = v' by ring, show 2 * v / 2 = v by ring,
        abs_sub_comm v v', add_comm v v']

end

end EndorFrequencies
```

```lean
#print axioms EndorFrequencies.hamiltonian_eq_diagonal
-- 'EndorFrequencies.hamiltonian_eq_diagonal' depends on axioms: [propext, Classical.choice, Quot.sound]
#print axioms EndorFrequencies.weak_coupling
-- 'EndorFrequencies.weak_coupling' depends on axioms: [propext, Classical.choice, Quot.sound]
#print axioms EndorFrequencies.strong_coupling
-- 'EndorFrequencies.strong_coupling' depends on axioms: [propext, Classical.choice, Quot.sound]
#print axioms EndorFrequencies.endorPair_eq_iff
-- 'EndorFrequencies.endorPair_eq_iff' depends on axioms: [propext, Classical.choice, Quot.sound]
```

### From matrix entries to the two alternatives

`hamiltonian_eq_diagonal` compares the matrices entry by entry. `fin_cases` runs through both values of each of the four indices, and `simp` evaluates the sixteen entries.

In `endorFreq_eq`, the facts `h0` and `h1` are the level differences \(-(v-A/2)\) and \(-(v+A/2)\), in which `ring` cancels the electron term. `abs_neg` then removes the overall minus sign.

`weak_coupling` splits \(|A|\le2v\) into its two inequalities with `abs_le`. From these, `linarith` shows that both arguments are non-negative, `abs_of_nonneg` removes the absolute values, and `ring` does the remaining algebra. `strong_coupling` first separates \(A\ge0\) from \(A\le0\) with `le_total 0 A`, as in the derivation above, and settles the signs in each case.

`endorPair_neg` rewrites both pairs through `endorFreq_eq` and finishes with `Sym2.eq_swap`, which says that the order in an unordered pair is irrelevant. `endorPair_eq` proves its formula for a non-negative coupling `B` in the step `key`, and reaches negative \(A\) through `endorPair_neg`.

For the forward direction of `endorPair_eq_iff`, `Sym2.eq_iff` gives the two ways of matching the lines. In each, `sq_eq_sq_iff_abs_eq_abs` turns equal absolute values into equal squares. Half the difference of the squared equations gives \(vA=v'A'\) for one matching and \(vA=-(v'A')\) for the other, and half their sum gives the equation for \(v^2+A^2/4\). Both matchings thus lead to the same statement `hsp`. The vanishing product is `hf`, and `mul_eq_zero` splits it into the two alternatives. The positivity of \(v\) and \(v'\) is used to pass from squares back to the frequencies themselves.

The reverse direction writes both pairs in the form given by `endorPair_eq`. After an exchange they contain \(|v-v'|\) and \(v+v'\) in one case and \(|v'-v|\) and \(v'+v\) in the other, which `abs_sub_comm` and `add_comm` identify.
